# Linearised Eliashberg equations on finitely many Matsubara frequencies as a null-vector problem

Both frequency sums of the theory, the one in the mass renormalisation and the one in the gap equation, run here over the same finite set S of integers. The usual sums are infinite, so this is a truncated model. S may be any finite set; it need not contain −n−1 whenever it contains n.

```lean
import Mathlib

open Finset

namespace EliashbergKernel

noncomputable section
```

The temperature T is measured in energy units, with ħ = k_B = 1. The integer n labels the fermionic Matsubara frequency

w_n = πT(2n + 1).

```lean
/-- The fermionic Matsubara frequency `π T (2n + 1)`. -/
def freq (T : ℝ) (n : ℤ) : ℝ := Real.pi * T * (2 * (n : ℝ) + 1)
```

The sign s_n is read off from the index: s_n = 1 for n ≥ 0 and s_n = −1 for n < 0. Part (a) connects it with the frequency.

```lean
/-- The sign attached to the Matsubara index `n`: plus for `n ≥ 0`, minus for `n < 0`. -/
def sgn (n : ℤ) : ℝ := if 0 ≤ n then 1 else -1
```

The electron-phonon coupling L_nm is an arbitrary real function of two integers. It is not derived from a phonon spectrum, and it need not depend on n − m alone. At fixed n ≠ m the physical coupling varies with temperature even when the phonon spectrum does not, because the frequency transfer is 2πT(n − m); L stands for its values at the given T. The mass renormalisation is

Z_n = 1 + (πT/w_n) Σ_{m∈S} L_nm s_m.

```lean
/-- The mass renormalisation `Z n` produced by the coupling `L` on the frequency set `S`,
for temperature `T ≠ 0`. -/
def massRenorm (T : ℝ) (S : Finset ℤ) (L : ℤ → ℤ → ℝ) (n : ℤ) : ℝ :=
  1 + Real.pi * T / freq T n * ∑ m ∈ S, L n m * sgn m
```

The gap function D is real and depends on frequency only, as in an isotropic superconductor. The constant μ is the Coulomb pseudopotential, which stands for the screened repulsion between the paired electrons; it acts equally between all frequencies in S and does not enter Z_n. To first order in the gap, the equations are, for every n in S,

Z_n D_n = πT Σ_{m∈S} (L_nm − μ) D_m/|w_m|.

```lean
/-- The linearised Eliashberg gap equations on `S`, with Coulomb pseudopotential `μ`,
for temperature `T ≠ 0`. -/
def GapEquation (T μ : ℝ) (S : Finset ℤ) (L : ℤ → ℤ → ℝ) (D : ℤ → ℝ) : Prop :=
  ∀ n ∈ S, massRenorm T S L n * D n =
    Real.pi * T * ∑ m ∈ S, (L n m - μ) * (D m / |freq T m|)
```

Two abbreviations are needed, the renormalised frequency R_n in units of πT and the pairing kernel K_nm:

R_n = |2n + 1| + Σ_{l∈S} L_nl s_n s_l

K_nm = L_nm − μ − δ_nm R_n.

```lean
/-- The renormalised frequency in units of `π T`. -/
def renFreq (S : Finset ℤ) (L : ℤ → ℤ → ℝ) (n : ℤ) : ℝ :=
  |2 * (n : ℝ) + 1| + ∑ l ∈ S, L n l * sgn n * sgn l

/-- The pairing kernel: coupling minus Coulomb repulsion, with the renormalised frequency
subtracted on the diagonal. -/
def pairKernel (μ : ℝ) (S : Finset ℤ) (L : ℤ → ℤ → ℝ) (n m : ℤ) : ℝ :=
  L n m - μ - if n = m then renFreq S L n else 0
```

Wherever T appears in the problems below, T > 0.

## (a) The sign of a frequency

Show that the sign defined by the index is the sign of the frequency:

sign(w_n) = s_n.

Since πT > 0, the sign of w_n is that of 2n + 1. For n ≥ 0 this number is at least 1. For n < 0 the integer n is at most −1, so 2n + 1 ≤ −1. The proof makes the same case split.

```lean
/-- At positive temperature `sgn n` is the sign of the Matsubara frequency. -/
theorem sign_freq {T : ℝ} (hT : 0 < T) (n : ℤ) : Real.sign (freq T n) = sgn n := by
  have hp : 0 < Real.pi * T := mul_pos Real.pi_pos hT
  unfold freq sgn
  split_ifs with h
  · have h' : (0 : ℝ) ≤ n := by exact_mod_cast h
    exact Real.sign_of_pos (mul_pos hp (by linarith))
  · have h' : (n : ℝ) ≤ -1 := by exact_mod_cast (by omega : n ≤ -1)
    exact Real.sign_of_neg (mul_neg_of_pos_of_neg hp (by linarith))
```

## (b) The modulus of a frequency

Show that

|w_n| = πT |2n + 1| and |w_n| > 0.

The positive factor πT comes out of the modulus. The odd integer 2n + 1 is never zero, so the modulus is positive. In the code `omega` supplies the parity argument.

```lean
/-- At positive temperature the modulus of a Matsubara frequency is `π T |2n + 1|`,
and it is positive. -/
theorem abs_freq {T : ℝ} (hT : 0 < T) (n : ℤ) :
    |freq T n| = Real.pi * T * |2 * (n : ℝ) + 1| ∧ 0 < |freq T n| := by
  have hp : 0 < Real.pi * T := mul_pos Real.pi_pos hT
  have hodd : 2 * (n : ℝ) + 1 ≠ 0 := by
    have h : 2 * n + 1 ≠ 0 := by omega
    exact_mod_cast h
  refine ⟨?_, abs_pos.mpr (mul_ne_zero hp.ne' hodd)⟩
  unfold freq
  rw [abs_mul, abs_of_pos hp]
```

## (c) The renormalised frequency

Show that

Z_n |w_n| = πT R_n.

By (a), |w_n| = s_n w_n, hence (πT/w_n)|w_n| = πT s_n. Multiplying the definition of Z_n by |w_n| gives

Z_n |w_n| = |w_n| + πT s_n Σ_{l∈S} L_nl s_l.

Now insert (b) for the first term and move s_n inside the sum. The steps `habs`, `h1` and `h2` are the facts about the modulus, the prefactor and the sum. After `h2` has rewritten the sum, `linear_combination` combines `h1` with (b).

```lean
/-- The mass renormalisation times the bare frequency modulus is `π T` times the
renormalised frequency. -/
theorem massRenorm_mul_abs_freq {T : ℝ} (hT : 0 < T) (S : Finset ℤ) (L : ℤ → ℤ → ℝ)
    (n : ℤ) : massRenorm T S L n * |freq T n| = Real.pi * T * renFreq S L n := by
  have hw : freq T n ≠ 0 := abs_pos.mp (abs_freq hT n).2
  have habs : |freq T n| = sgn n * freq T n := by
    rw [← sign_freq hT n]
    rcases lt_or_gt_of_ne hw with h | h
    · rw [Real.sign_of_neg h, abs_of_neg h]; ring
    · rw [Real.sign_of_pos h, abs_of_pos h]; ring
  have h1 : Real.pi * T / freq T n * |freq T n| = Real.pi * T * sgn n := by
    rw [habs]; field_simp
  have h2 : ∑ l ∈ S, L n l * sgn n * sgn l = sgn n * ∑ l ∈ S, L n l * sgn l := by
    rw [Finset.mul_sum]
    exact Finset.sum_congr rfl fun l _ => by ring
  unfold massRenorm renFreq
  rw [h2]
  linear_combination (abs_freq hT n).1 + (∑ l ∈ S, L n l * sgn l) * h1
```

## (d) From the gap equations to the kernel

Show that D solves the gap equations on S if and only if, for every n in S,

Σ_{m∈S} K_nm D_m/|w_m| = 0.

Write x_m = D_m/|w_m|, which is allowed by (b). The Kronecker delta in K picks out one term:

Σ_{m∈S} K_nm x_m = Σ_{m∈S} (L_nm − μ) x_m − R_n x_n.

The left side of the gap equation is, by (c),

Z_n D_n = Z_n |w_n| x_n = πT R_n x_n.

The gap equation therefore reads

πT R_n x_n = πT Σ_{m∈S} (L_nm − μ) x_m.

Cancelling πT ≠ 0 gives the claim, and every step can be reversed. In the proof `hsum` is the split of the kernel sum, `hZ` is the rewritten left side, and `mul_left_cancel₀` removes πT.

```lean
/-- A gap function solves the linearised Eliashberg equations exactly when the pairing
kernel annihilates the gap divided by the frequency modulus. -/
theorem gapEquation_iff_kernel {T : ℝ} (hT : 0 < T) (μ : ℝ) (S : Finset ℤ)
    (L : ℤ → ℤ → ℝ) (D : ℤ → ℝ) :
    GapEquation T μ S L D ↔
      ∀ n ∈ S, ∑ m ∈ S, pairKernel μ S L n m * (D m / |freq T m|) = 0 := by
  refine forall₂_congr fun n hn => ?_
  have hp : Real.pi * T ≠ 0 := (mul_pos Real.pi_pos hT).ne'
  -- split the kernel into its coupling part and its diagonal part
  have hsum : ∑ m ∈ S, pairKernel μ S L n m * (D m / |freq T m|) =
      ∑ m ∈ S, (L n m - μ) * (D m / |freq T m|) - renFreq S L n * (D n / |freq T n|) := by
    have h : ∀ m ∈ S, pairKernel μ S L n m * (D m / |freq T m|) =
        (L n m - μ) * (D m / |freq T m|) -
          if n = m then renFreq S L n * (D m / |freq T m|) else 0 := by
      intro m _
      unfold pairKernel
      split_ifs <;> ring
    rw [Finset.sum_congr rfl h, Finset.sum_sub_distrib, Finset.sum_ite_eq, if_pos hn]
  -- express the left side of the gap equation through the rescaled gap
  have hD : D n = |freq T n| * (D n / |freq T n|) :=
    (mul_div_cancel₀ (D n) (abs_freq hT n).2.ne').symm
  have hZ : massRenorm T S L n * D n =
      Real.pi * T * (renFreq S L n * (D n / |freq T n|)) := by
    linear_combination massRenorm T S L n * hD +
      (D n / |freq T n|) * massRenorm_mul_abs_freq hT S L n
  rw [hsum, hZ]
  constructor
  · intro h
    have h' := mul_left_cancel₀ hp h
    linarith
  · intro h
    linear_combination (-(Real.pi * T)) * h
```

## (e) Symmetry of the kernel

Let L_nm = L_mn for all n and m. Show that

K_nm = K_mn.

For n = m there is nothing to prove. For n ≠ m the delta term is absent, and L_nm − μ is symmetric because L is. The hypothesis `hL` is this symmetry of the coupling; parts (a) to (d) did not use it.

```lean
/-- A symmetric coupling gives a symmetric pairing kernel. -/
theorem pairKernel_symm (μ : ℝ) (S : Finset ℤ) {L : ℤ → ℤ → ℝ}
    (hL : ∀ n m, L n m = L m n) (n m : ℤ) :
    pairKernel μ S L n m = pairKernel μ S L m n := by
  rcases eq_or_ne n m with rfl | h
  · rfl
  · unfold pairKernel
    rw [if_neg h, if_neg h.symm, hL n m]
```

## (f) The diagonal of the kernel

Show that for n in S

K_nn = −μ − |2n + 1| − Σ_{l∈S, l≠n} L_nl s_n s_l.

The sum in R_n contains the term l = n, which equals L_nn s_n² = L_nn. It cancels the L_nn that stands at the front of K_nn. The membership of n in S matters, since otherwise R_n has no such term. In Lean, `S.erase n` is S without n, `hs` is s_n² = 1, and `h` separates the term l = n from the sum.

```lean
/-- For `n` in `S`, the diagonal entry of the pairing kernel is `-μ - |2n + 1|` minus a signed sum
of the couplings `L n l` over the `l` in `S` different from `n`. -/
theorem pairKernel_diag (μ : ℝ) {S : Finset ℤ} (L : ℤ → ℤ → ℝ) {n : ℤ} (hn : n ∈ S) :
    pairKernel μ S L n n =
      -μ - |2 * (n : ℝ) + 1| - ∑ l ∈ S.erase n, L n l * sgn n * sgn l := by
  have hs : sgn n * sgn n = 1 := by
    unfold sgn
    split_ifs <;> norm_num
  have h : L n n * sgn n * sgn n + ∑ l ∈ S.erase n, L n l * sgn n * sgn l =
      ∑ l ∈ S, L n l * sgn n * sgn l :=
    Finset.add_sum_erase S (fun l => L n l * sgn n * sgn l) hn
  unfold pairKernel renFreq
  rw [if_pos rfl]
  linear_combination h - L n n * hs
```

## (g) Couplings that differ only on the diagonal

Let L and L′ agree at all pairs of different indices in S, and let K and K′ be their kernels. Show that for n and m in S

K_nm = K′_nm,

and that both couplings have the same solutions D of the gap equations.

Off the diagonal, K_nm = L_nm − μ uses only shared values. On the diagonal, (f) contains only couplings between different frequencies. The kernels thus agree on S, and by (d) so do the solutions. Physically, L_nn is the coupling at zero Matsubara-frequency transfer: in this linearised, isotropic model it changes Z_n but leaves the set of solutions unchanged.

The proof treats the two cases in `hK` and then applies (d) to each coupling.

```lean
/-- Two couplings that differ only in their diagonal entries have the same pairing kernel
on `S` and, at positive temperature, the same solutions of the gap equations. -/
theorem diagonal_coupling_drops_out {T : ℝ} (hT : 0 < T) (μ : ℝ) {S : Finset ℤ}
    {L L' : ℤ → ℤ → ℝ} (h : ∀ n ∈ S, ∀ m ∈ S, n ≠ m → L n m = L' n m) :
    (∀ n ∈ S, ∀ m ∈ S, pairKernel μ S L n m = pairKernel μ S L' n m) ∧
      ∀ D, GapEquation T μ S L D ↔ GapEquation T μ S L' D := by
  have hK : ∀ n ∈ S, ∀ m ∈ S, pairKernel μ S L n m = pairKernel μ S L' n m := by
    intro n hn m hm
    rcases eq_or_ne n m with rfl | hnm
    · rw [pairKernel_diag μ L hn, pairKernel_diag μ L' hn]
      congr 1
      refine Finset.sum_congr rfl fun l hl => ?_
      rw [h n hn l (Finset.mem_of_mem_erase hl) (Finset.ne_of_mem_erase hl).symm]
    · unfold pairKernel
      rw [if_neg hnm, if_neg hnm, h n hn m hm hnm]
  refine ⟨hK, fun D => ?_⟩
  rw [gapEquation_iff_kernel hT, gapEquation_iff_kernel hT]
  refine forall₂_congr fun n hn => ?_
  have hsum : ∑ m ∈ S, pairKernel μ S L n m * (D m / |freq T m|) =
      ∑ m ∈ S, pairKernel μ S L' n m * (D m / |freq T m|) :=
    Finset.sum_congr rfl fun m hm => by rw [hK n hn m hm]
  rw [hsum]
```

## (h) When the linearised equations have a non-zero solution

Show that a solution D with D_n ≠ 0 for at least one n in S exists if and only if

det K = 0,

where K is the matrix with rows and columns labelled by S.

A square matrix has a non-zero null vector exactly when its determinant vanishes. If D is a gap of the required kind, x_n = D_n/|w_n| is such a null vector by (d). Conversely, a null vector x gives the gap D_n = |w_n| x_n on S. Since |w_n| > 0, neither rescaling turns a non-zero entry into zero.

The linear algebra is `Matrix.exists_mulVec_eq_zero_iff`. As D is a function on all integers, the code extends it by zero outside S, where its values play no role. In this truncated model, the search for a temperature at which a linearised gap appears thus becomes a test of a finite determinant, with L evaluated at each temperature. A non-zero determinant does not by itself mean that the metal is normal: below the transition the gap is finite, and the linearised equations no longer describe it. A calculation that truncates only the gap equation and keeps the full frequency sum in Z_n has, in general, a different diagonal in K and so a different condition.

```lean
/-- The gap equations have a solution that is non-zero somewhere on `S` exactly when the
determinant of the pairing kernel vanishes. -/
theorem exists_gap_iff_det {T : ℝ} (hT : 0 < T) (μ : ℝ) (S : Finset ℤ) (L : ℤ → ℤ → ℝ) :
    (∃ D, (∃ n ∈ S, D n ≠ 0) ∧ GapEquation T μ S L D) ↔
      (Matrix.of fun n m : S => pairKernel μ S L n m).det = 0 := by
  rw [← Matrix.exists_mulVec_eq_zero_iff]
  constructor
  · rintro ⟨D, ⟨n, hn, hDn⟩, hg⟩
    refine ⟨fun m : S => D m / |freq T m|, fun h0 => ?_, ?_⟩
    · exact div_ne_zero hDn (abs_freq hT n).2.ne' (congrFun h0 ⟨n, hn⟩)
    · funext k
      exact (Finset.sum_coe_sort S
        (fun m => pairKernel μ S L k m * (D m / |freq T m|))).trans
        ((gapEquation_iff_kernel hT μ S L D).mp hg k k.2)
  · rintro ⟨v, hv, hK⟩
    obtain ⟨k, hk⟩ := Function.ne_iff.mp hv
    -- undo the rescaling to recover a gap function from the null vector
    obtain ⟨D, hD⟩ : ∃ D : ℤ → ℝ, ∀ m : S, D m = |freq T m| * v m :=
      ⟨fun n => if h : n ∈ S then |freq T n| * v ⟨n, h⟩ else 0, fun m => by simp⟩
    refine ⟨D, ⟨k, k.2, ?_⟩, (gapEquation_iff_kernel hT μ S L D).mpr fun n hn => ?_⟩
    · rw [hD]
      exact mul_ne_zero (abs_freq hT k).2.ne' hk
    · have h : ∑ m : S, pairKernel μ S L n m * v m = 0 := congrFun hK ⟨n, hn⟩
      rw [← Finset.sum_coe_sort]
      refine Eq.trans (Finset.sum_congr rfl fun m _ => ?_) h
      rw [hD, mul_div_cancel_left₀ _ (abs_freq hT m).2.ne']
```

## (i) The two lowest frequencies

Take S = {−1, 0} and L symmetric. Show that a solution D of the gap equations with D_{−1} ≠ 0 or D_0 ≠ 0 exists if and only if

2(L_{0,−1} − μ) = 1.

Both moduli |w_{−1}| and |w_0| equal πT. Put g = L_{0,−1} − μ. By (f) and the symmetry of L, both diagonal entries of K are g − 1, and both off-diagonal entries are g. With x_n = D_n/(πT) the equations are

(g − 1) x_{−1} + g x_0 = 0

g x_{−1} + (g − 1) x_0 = 0.

Subtracting the first from the second gives x_{−1} = x_0, so the gap is even in frequency. The second equation then becomes (2g − 1) x_0 = 0. A non-zero gap forces 2g = 1; conversely, if 2g = 1, the constant gap D = 1 is a solution. This condition depends on the truncation of Z_n. If L_nm is an even function of n − m with a convergent sum, and Z_n keeps its full frequency sum while the gap equation stays on S, both diagonal entries of K are −μ − 1, and the condition for an even gap is L_{0,−1} = 1 + 2μ instead.

Without symmetry the criterion fails. Take μ = 0, L_{0,−1} = 1 and all other couplings zero. Then Z_{−1} = 1 and Z_0 = 0, and the gap equations reduce to D_{−1} = 0 and 0 = D_{−1}. The choice D_{−1} = 0, D_0 = 1 is a non-zero gap, although 2(L_{0,−1} − μ) = 2. This coupling is a mathematical counter-example, not a physical one: the isotropic electron-phonon coupling is an even function of n − m and hence symmetric.

The proof computes the four entries as `e11`, `e00`, `e01` and `e10`, where the digit 1 stands for the index −1. It then solves the two linear equations directly, without the determinant: `hx` is the evenness of the gap and `hy` is the remaining scalar equation.

```lean
/-- With only the two lowest Matsubara frequencies kept and a symmetric coupling, a non-zero gap
exists exactly when `2 * (L 0 (-1) - μ) = 1`. -/
theorem two_frequency_gap {T : ℝ} (hT : 0 < T) (μ : ℝ) {L : ℤ → ℤ → ℝ}
    (hL : ∀ n m, L n m = L m n) :
    (∃ D, (D (-1) ≠ 0 ∨ D 0 ≠ 0) ∧ GapEquation T μ {-1, 0} L D) ↔
      2 * (L 0 (-1) - μ) = 1 := by
  have hp : Real.pi * T ≠ 0 := (mul_pos Real.pi_pos hT).ne'
  have hne : (-1 : ℤ) ≠ 0 := by decide
  have s1 : sgn (-1) = -1 := by norm_num [sgn]
  have s0 : sgn 0 = 1 := by norm_num [sgn]
  have w1 : |freq T (-1)| = Real.pi * T := by
    rw [(abs_freq hT (-1)).1]; norm_num
  have w0 : |freq T 0| = Real.pi * T := by
    rw [(abs_freq hT 0).1]; norm_num
  -- the four entries of the kernel
  have e11 : pairKernel μ {-1, 0} L (-1) (-1) = L 0 (-1) - μ - 1 := by
    have h : |2 * ((-1 : ℤ) : ℝ) + 1| = 1 := by norm_num
    unfold pairKernel renFreq
    rw [if_pos rfl, h, Finset.sum_pair hne, s1, s0, hL (-1) 0]
    ring
  have e00 : pairKernel μ {-1, 0} L 0 0 = L 0 (-1) - μ - 1 := by
    have h : |2 * ((0 : ℤ) : ℝ) + 1| = 1 := by norm_num
    unfold pairKernel renFreq
    rw [if_pos rfl, h, Finset.sum_pair hne, s1, s0]
    ring
  have e01 : pairKernel μ {-1, 0} L 0 (-1) = L 0 (-1) - μ := by
    unfold pairKernel
    rw [if_neg hne.symm, sub_zero]
  have e10 : pairKernel μ {-1, 0} L (-1) 0 = L 0 (-1) - μ := by
    rw [pairKernel_symm μ _ hL, e01]
  constructor
  · rintro ⟨D, hD, hg⟩
    rw [gapEquation_iff_kernel hT] at hg
    have h1 := hg (-1) (by simp)
    have h2 := hg 0 (by simp)
    rw [Finset.sum_pair hne, e11, e10, w1, w0] at h1
    rw [Finset.sum_pair hne, e01, e00, w1, w0] at h2
    -- the gap is even in frequency
    have hx : D (-1) / (Real.pi * T) = D 0 / (Real.pi * T) := by
      linear_combination h2 - h1
    have hy : (2 * (L 0 (-1) - μ) - 1) * (D 0 / (Real.pi * T)) = 0 := by
      linear_combination h2 - (L 0 (-1) - μ) * hx
    rcases mul_eq_zero.mp hy with h | h
    · linarith
    · have h0 : D 0 = 0 := (div_eq_zero_iff.mp h).resolve_right hp
      have h0' : D (-1) = 0 := (div_eq_zero_iff.mp (hx.trans h)).resolve_right hp
      exact absurd hD (by simp [h0, h0'])
  · intro h
    refine ⟨fun _ => 1, Or.inl one_ne_zero, (gapEquation_iff_kernel hT _ _ _ _).mpr ?_⟩
    intro n hn
    have hn' : n = -1 ∨ n = 0 := by simpa using hn
    rcases hn' with rfl | rfl
    · rw [Finset.sum_pair hne, e11, e10, w1, w0]
      linear_combination (1 / (Real.pi * T)) * h
    · rw [Finset.sum_pair hne, e01, e00, w1, w0]
      linear_combination (1 / (Real.pi * T)) * h

end

end EliashbergKernel
```

```lean
#print axioms EliashbergKernel.gapEquation_iff_kernel
#print axioms EliashbergKernel.diagonal_coupling_drops_out
#print axioms EliashbergKernel.exists_gap_iff_det
#print axioms EliashbergKernel.two_frequency_gap
```

```
'EliashbergKernel.gapEquation_iff_kernel' depends on axioms: [propext, Classical.choice, Quot.sound]
'EliashbergKernel.diagonal_coupling_drops_out' depends on axioms: [propext, Classical.choice, Quot.sound]
'EliashbergKernel.exists_gap_iff_det' depends on axioms: [propext, Classical.choice, Quot.sound]
'EliashbergKernel.two_frequency_gap' depends on axioms: [propext, Classical.choice, Quot.sound]
```
